# For positive indices and real phase thickness, the multiply reflected beams of one layer sum to the characteristic-matrix amplitude

For a layer of index \(n>0\) and real phase thickness \(d\) between an incident medium of index \(n_0>0\) and a substrate of index \(n_s>0\), with \(r_1=\frac{n_0-n}{n_0+n}\), \(r_2=\frac{n-n_s}{n+n_s}\) and \(z=e^{-2id}\), the series \(r_1+(1-r_1^2)\,r_2 z\sum_{m\ge 0}(-r_1r_2z)^m\) converges to \((n_0B-C)/(n_0B+C)\), where \(B=\cos d+i n_s\sin d/n\) and \(C=n_s\cos d+i n\sin d\). The reflected beams have the same sum for complex \(n_0,n,n_s,d\) provided \(\operatorname{Re}(n_0\bar n)>0\), \(\operatorname{Re}(n\bar n_s)>0\) and \(\operatorname{Im}d\le 0\).

```lean
import Mathlib

open Complex ComplexConjugate

namespace SlabMultipleReflection

noncomputable section

/-- Fresnel reflection amplitude from a medium of admittance `a` onto one of admittance `b`. -/
def fresnelR (a b : ℂ) : ℂ := (a - b) / (a + b)

/-- Fresnel transmission amplitude from admittance `a` into admittance `b`. -/
def fresnelT (a b : ℂ) : ℂ := 2 * a / (a + b)

/-- Electric component `B` at the front of a layer (admittance `n`, phase thickness `d`)
on a substrate `ns`. -/
def fieldB (n ns d : ℂ) : ℂ := cos d + I * ns * sin d / n

/-- Magnetic component `C` at the front of the layer. -/
def fieldC (n ns d : ℂ) : ℂ := ns * cos d + I * n * sin d

/-- Reflection amplitude `(n0 B - C)/(n0 B + C)` of the characteristic-matrix method. -/
def slabR (n0 n ns d : ℂ) : ℂ :=
  (n0 * fieldB n ns d - fieldC n ns d) / (n0 * fieldB n ns d + fieldC n ns d)

/-- Transmission amplitude `2 n0/(n0 B + C)` of the characteristic-matrix method. -/
def slabT (n0 n ns d : ℂ) : ℂ := 2 * n0 / (n0 * fieldB n ns d + fieldC n ns d)

/-- Factor `q = -r1 r2 exp(-2id)` acquired in one round trip inside the layer. -/
def roundTrip (n0 n ns d : ℂ) : ℂ := -fresnelR n0 n * fresnelR n ns * exp (-2 * I * d)

/-- Reflected partial beams: beam `0` is the front-surface reflection, beam `m + 1` has
been reflected `m + 1` times at the back surface. -/
def reflBeam (n0 n ns d : ℂ) : ℕ → ℂ
  | 0 => fresnelR n0 n
  | m + 1 => fresnelT n0 n * fresnelT n n0 * fresnelR n ns * exp (-2 * I * d)
      * roundTrip n0 n ns d ^ m

/-- Transmitted partial beam after one passage and `m` round trips. -/
def transBeam (n0 n ns d : ℂ) (m : ℕ) : ℂ :=
  fresnelT n0 n * fresnelT n ns * exp (-I * d) * roundTrip n0 n ns d ^ m

/-- If `Re (a conj b) > 0` then `a + b ≠ 0` and the Fresnel reflection amplitude has
modulus below one. -/
theorem norm_fresnelR_lt_one {a b : ℂ} (h : 0 < (a * conj b).re) :
    a + b ≠ 0 ∧ ‖fresnelR a b‖ < 1 := by
  have hsq : ‖a - b‖ ^ 2 < ‖a + b‖ ^ 2 := by
    rw [← normSq_eq_norm_sq, ← normSq_eq_norm_sq, normSq_add, normSq_sub]
    linarith
  have hlt : ‖a - b‖ < ‖a + b‖ := by
    by_contra hc
    have hle := not_lt.mp hc
    nlinarith [norm_nonneg (a + b), norm_nonneg (a - b)]
  have hpos : 0 < ‖a + b‖ := lt_of_le_of_lt (norm_nonneg _) hlt
  refine ⟨norm_pos_iff.mp hpos, ?_⟩
  rw [fresnelR, norm_div, div_lt_one hpos]
  exact hlt

/-- Stokes relation at one interface: `t t' = 1 - r²`. -/
theorem stokes_relation {a b : ℂ} (h : a + b ≠ 0) :
    fresnelT a b * fresnelT b a = 1 - fresnelR a b ^ 2 := by
  unfold fresnelT fresnelR
  rw [add_comm b a]
  field_simp
  ring

/-- For `Re (n0 conj n) > 0`, `Re (n conj ns) > 0` and `Im d ≤ 0` the round-trip factor has
modulus below one and differs from one. -/
theorem norm_roundTrip_lt_one {n0 n ns d : ℂ} (h01 : 0 < (n0 * conj n).re)
    (h12 : 0 < (n * conj ns).re) (hd : d.im ≤ 0) :
    ‖roundTrip n0 n ns d‖ < 1 ∧ 1 - roundTrip n0 n ns d ≠ 0 := by
  have h1 := (norm_fresnelR_lt_one h01).2
  have h2 := (norm_fresnelR_lt_one h12).2
  -- the propagation factor has modulus exp (2 Im d) ≤ 1
  have hre : (-2 * I * d).re = 2 * d.im := by simp
  have h3 : ‖exp (-2 * I * d)‖ ≤ 1 := by
    rw [norm_exp, hre, Real.exp_le_one_iff]
    linarith
  have hq : ‖roundTrip n0 n ns d‖ < 1 := by
    rw [roundTrip, norm_mul, norm_mul, norm_neg]
    have ha := norm_nonneg (fresnelR n0 n)
    have hb := norm_nonneg (fresnelR n ns)
    have hab : ‖fresnelR n0 n‖ * ‖fresnelR n ns‖ < 1 := by nlinarith
    nlinarith [mul_nonneg ha hb]
  refine ⟨hq, fun h => ?_⟩
  rw [← sub_eq_zero.mp h, norm_one] at hq
  exact lt_irrefl _ hq

/-- The combinations `n0 B ± C`, multiplied by `2 n exp(-id)`, are a constant term plus a
term proportional to `exp(-2id)`. -/
theorem field_factorisation (n0 ns d : ℂ) {n : ℂ} (hn : n ≠ 0) :
    2 * n * (n0 * fieldB n ns d + fieldC n ns d) * exp (-I * d)
        = (n0 + n) * (n + ns) + (n0 - n) * (n - ns) * exp (-2 * I * d) ∧
      2 * n * (n0 * fieldB n ns d - fieldC n ns d) * exp (-I * d)
        = (n0 - n) * (n + ns) + (n0 + n) * (n - ns) * exp (-2 * I * d) := by
  have hu : exp (-I * d) = cos d - I * sin d := by
    rw [show -I * d = (-d) * I by ring, exp_mul_I, Complex.cos_neg, Complex.sin_neg]
    ring
  have hz : exp (-2 * I * d) = exp (-I * d) ^ 2 := by
    rw [sq, ← Complex.exp_add]
    congr 1
    ring
  have h1 : cos d ^ 2 - (I * sin d) ^ 2 = 1 := by
    linear_combination Complex.cos_sq_add_sin_sq d - sin d ^ 2 * I_sq
  have hB : n * fieldB n ns d = n * cos d + I * ns * sin d := by
    unfold fieldB
    field_simp
  rw [hz, hu, fieldC]
  constructor
  · linear_combination (n0 + n) * (n + ns) * h1 + 2 * n0 * (cos d - I * sin d) * hB
  · linear_combination (n0 - n) * (n + ns) * h1 + 2 * n0 * (cos d - I * sin d) * hB

/-- Airy formulas: for `q ≠ 1` and nonzero `n`, `n0 + n`, `n + ns`, the sum `n0 B + C` is
nonzero, `r = (r1 + r2 exp(-2id))/(1 - q)` and `t = t01 t12 exp(-id)/(1 - q)`. -/
theorem airy_formulas {n0 n ns d : ℂ} (hn : n ≠ 0) (ha : n0 + n ≠ 0) (hb : n + ns ≠ 0)
    (hq : 1 - roundTrip n0 n ns d ≠ 0) :
    n0 * fieldB n ns d + fieldC n ns d ≠ 0 ∧
      slabR n0 n ns d
        = (fresnelR n0 n + fresnelR n ns * exp (-2 * I * d)) / (1 - roundTrip n0 n ns d) ∧
      slabT n0 n ns d
        = fresnelT n0 n * fresnelT n ns * exp (-I * d) / (1 - roundTrip n0 n ns d) := by
  obtain ⟨f1, f2⟩ := field_factorisation n0 ns d hn
  have h1 : (n0 + n) * fresnelR n0 n = n0 - n := by unfold fresnelR; field_simp
  have h2 : (n + ns) * fresnelR n ns = n - ns := by unfold fresnelR; field_simp
  have h3 : (n0 + n) * fresnelT n0 n = 2 * n0 := by unfold fresnelT; field_simp
  have h4 : (n + ns) * fresnelT n ns = 2 * n := by unfold fresnelT; field_simp
  -- the factorisation in terms of Fresnel amplitudes
  have hD : 2 * n * (n0 * fieldB n ns d + fieldC n ns d) * exp (-I * d)
      = (n0 + n) * (n + ns) * (1 - roundTrip n0 n ns d) := by
    unfold roundTrip
    linear_combination f1
      - exp (-2 * I * d) * ((n + ns) * fresnelR n ns * h1 + (n0 - n) * h2)
  have hN : 2 * n * (n0 * fieldB n ns d - fieldC n ns d) * exp (-I * d)
      = (n0 + n) * (n + ns) * (fresnelR n0 n + fresnelR n ns * exp (-2 * I * d)) := by
    linear_combination f2 - (n + ns) * h1 - (n0 + n) * exp (-2 * I * d) * h2
  have hD0 : n0 * fieldB n ns d + fieldC n ns d ≠ 0 := fun h =>
    mul_ne_zero (mul_ne_zero ha hb) hq (by rw [← hD, h]; ring)
  refine ⟨hD0, ?_, ?_⟩
  · rw [slabR, div_eq_div_iff hD0 hq]
    apply mul_left_cancel₀ (mul_ne_zero (mul_ne_zero two_ne_zero hn) (exp_ne_zero (-I * d)))
    linear_combination (1 - roundTrip n0 n ns d) * hN
      - (fresnelR n0 n + fresnelR n ns * exp (-2 * I * d)) * hD
  · rw [slabT, div_eq_div_iff hD0 hq]
    apply mul_left_cancel₀ (mul_ne_zero ha hb)
    linear_combination -2 * n0 * hD - exp (-I * d) * (n0 * fieldB n ns d + fieldC n ns d)
      * ((n + ns) * fresnelT n ns * h3 + 2 * n0 * h4)

/-- Truncation error: the matrix amplitude minus the beams `0, ..., N` equals the first
omitted beam divided by `1 - q`. -/
theorem truncation_error {n0 n ns d : ℂ} (hn : n ≠ 0) (ha : n0 + n ≠ 0) (hb : n + ns ≠ 0)
    (hq : 1 - roundTrip n0 n ns d ≠ 0) (N : ℕ) :
    slabR n0 n ns d - ∑ m ∈ Finset.range (N + 1), reflBeam n0 n ns d m
      = reflBeam n0 n ns d (N + 1) / (1 - roundTrip n0 n ns d) := by
  have h0 : reflBeam n0 n ns d 0 = fresnelR n0 n := rfl
  have hs : ∀ m, reflBeam n0 n ns d (m + 1) = fresnelT n0 n * fresnelT n n0 * fresnelR n ns
      * exp (-2 * I * d) * roundTrip n0 n ns d ^ m := fun _ => rfl
  induction N with
  | zero =>
    rw [Finset.sum_range_succ, Finset.sum_range_zero, hs 0, h0,
      (airy_formulas hn ha hb hq).2.1, stokes_relation ha, eq_div_iff hq, sub_mul,
      div_mul_cancel₀ _ hq]
    unfold roundTrip
    ring
  | succ N ih =>
    rw [Finset.sum_range_succ, ← sub_sub, ih, eq_div_iff hq, sub_mul, div_mul_cancel₀ _ hq,
      hs (N + 1), hs N]
    ring

/-- Main theorem: for `Re (n0 conj n) > 0`, `Re (n conj ns) > 0` and `Im d ≤ 0`, `n0 B + C` is
nonzero and the reflected beams sum to `(n0 B - C)/(n0 B + C)`. -/
theorem reflection_series {n0 n ns d : ℂ} (h01 : 0 < (n0 * conj n).re)
    (h12 : 0 < (n * conj ns).re) (hd : d.im ≤ 0) :
    n0 * fieldB n ns d + fieldC n ns d ≠ 0 ∧ HasSum (reflBeam n0 n ns d) (slabR n0 n ns d) := by
  have hn : n ≠ 0 := by rintro rfl; simp at h01
  have ha := (norm_fresnelR_lt_one h01).1
  have hb := (norm_fresnelR_lt_one h12).1
  obtain ⟨hq, hq1⟩ := norm_roundTrip_lt_one h01 h12 hd
  refine ⟨(airy_formulas hn ha hb hq1).1, (hasSum_nat_add_iff' 1).mp ?_⟩
  -- after removing the front-surface beam the series is geometric
  have e : slabR n0 n ns d - ∑ m ∈ Finset.range 1, reflBeam n0 n ns d m
      = fresnelT n0 n * fresnelT n n0 * fresnelR n ns * exp (-2 * I * d)
        * (1 - roundTrip n0 n ns d)⁻¹ := by
    refine (truncation_error hn ha hb hq1 0).trans ?_
    show fresnelT n0 n * fresnelT n n0 * fresnelR n ns * exp (-2 * I * d)
      * roundTrip n0 n ns d ^ 0 / (1 - roundTrip n0 n ns d) = _
    rw [pow_zero, mul_one, div_eq_mul_inv]
  rw [e]
  exact (hasSum_geometric_of_norm_lt_one hq).mul_left _

/-- Under the same conditions the transmitted beams sum to `2 n0/(n0 B + C)`. -/
theorem transmission_series {n0 n ns d : ℂ} (h01 : 0 < (n0 * conj n).re)
    (h12 : 0 < (n * conj ns).re) (hd : d.im ≤ 0) :
    HasSum (transBeam n0 n ns d) (slabT n0 n ns d) := by
  have hn : n ≠ 0 := by rintro rfl; simp at h01
  obtain ⟨hq, hq1⟩ := norm_roundTrip_lt_one h01 h12 hd
  rw [(airy_formulas hn (norm_fresnelR_lt_one h01).1 (norm_fresnelR_lt_one h12).1 hq1).2.2,
    div_eq_mul_inv]
  exact (hasSum_geometric_of_norm_lt_one hq).mul_left _

/-- Lossless slab with positive indices and real phase thickness: the series in `-r1 r2 z`
converges, `n0 B + C ≠ 0`, and `r1 + (1 - r1²) r2 z ∑ (-r1 r2 z)^m = (n0 B - C)/(n0 B + C)`. -/
theorem reflection_series_lossless {n0 n ns : ℝ} (d : ℝ) (h0 : 0 < n0) (h : 0 < n)
    (hs : 0 < ns) :
    let r1 : ℂ := ((n0 : ℂ) - n) / (n0 + n)
    let r2 : ℂ := ((n : ℂ) - ns) / (n + ns)
    let z : ℂ := exp (-2 * I * d)
    let B : ℂ := cos d + I * ns * sin d / n
    let C : ℂ := ns * cos d + I * n * sin d
    Summable (fun m : ℕ => (-r1 * r2 * z) ^ m) ∧ n0 * B + C ≠ 0 ∧
      r1 + (1 - r1 ^ 2) * r2 * z * ∑' m : ℕ, (-r1 * r2 * z) ^ m
        = (n0 * B - C) / (n0 * B + C) := by
  intro r1 r2 z B C
  have h01 : 0 < ((n0 : ℂ) * conj (n : ℂ)).re := by
    rw [conj_ofReal, ← ofReal_mul, ofReal_re]; positivity
  have h12 : 0 < ((n : ℂ) * conj (ns : ℂ)).re := by
    rw [conj_ofReal, ← ofReal_mul, ofReal_re]; positivity
  obtain ⟨hq, hq1⟩ := norm_roundTrip_lt_one h01 h12 (ofReal_im d).le
  obtain ⟨hD, hR, -⟩ := airy_formulas (ofReal_ne_zero.mpr h.ne')
    (norm_fresnelR_lt_one h01).1 (norm_fresnelR_lt_one h12).1 hq1
  have key : fresnelR n0 n + (1 - fresnelR n0 n ^ 2) * fresnelR n ns * exp (-2 * I * d)
      * ∑' m : ℕ, roundTrip n0 n ns d ^ m = slabR n0 n ns d := by
    rw [tsum_geometric_of_norm_lt_one hq, hR, eq_div_iff hq1, add_mul,
      inv_mul_cancel_right₀ hq1]
    unfold roundTrip
    ring
  exact ⟨(hasSum_geometric_of_norm_lt_one hq).summable, hD, key⟩

/-- If `t01 t10 r2 ≠ 0`, the reflected beams are summable exactly when the round-trip
factor has modulus below one. -/
theorem summable_reflBeam_iff {n0 n ns : ℂ} (d : ℂ)
    (h : fresnelT n0 n * fresnelT n n0 * fresnelR n ns ≠ 0) :
    Summable (reflBeam n0 n ns d) ↔ ‖roundTrip n0 n ns d‖ < 1 := by
  have h1 : Summable (fun m : ℕ => fresnelT n0 n * fresnelT n n0 * fresnelR n ns
      * exp (-2 * I * d) * roundTrip n0 n ns d ^ m)
      ↔ Summable (fun m : ℕ => roundTrip n0 n ns d ^ m) :=
    summable_mul_left_iff (mul_ne_zero h (exp_ne_zero _))
  have h2 : Summable (fun m => reflBeam n0 n ns d (m + 1)) ↔ Summable (reflBeam n0 n ns d) :=
    summable_nat_add_iff 1
  rw [← summable_geometric_iff_norm_lt_one, ← h1]
  exact h2.symm

end

end SlabMultipleReflection
```

```lean
#print axioms SlabMultipleReflection.reflection_series
#print axioms SlabMultipleReflection.transmission_series
#print axioms SlabMultipleReflection.reflection_series_lossless
#print axioms SlabMultipleReflection.summable_reflBeam_iff
```

```
'SlabMultipleReflection.reflection_series' depends on axioms: [propext, Classical.choice, Quot.sound]
'SlabMultipleReflection.transmission_series' depends on axioms: [propext, Classical.choice, Quot.sound]
'SlabMultipleReflection.reflection_series_lossless' depends on axioms: [propext, Classical.choice, Quot.sound]
'SlabMultipleReflection.summable_reflBeam_iff' depends on axioms: [propext, Classical.choice, Quot.sound]
```

## Two descriptions of one layer

The numbers \(n_0,n,n_s\) are optical admittances, ratios of tangential magnetic to tangential electric field in units of the vacuum value; at normal incidence in non-magnetic media they are the refractive indices. The time dependence is \(e^{+i\omega t}\) at angular frequency \(\omega\), so one passage through the layer multiplies a wave by \(e^{-id}\). At normal incidence \(d=2\pi nL/\lambda\) for thickness \(L\) and vacuum wavelength \(\lambda\), but in Lean `d` is a free complex number, not tied to `n`.

A wave going from admittance \(a\) to admittance \(b\) is reflected with \(r(a,b)=(a-b)/(a+b)\), `fresnelR`, and transmitted with \(t(a,b)=2a/(a+b)\), `fresnelT`. Write \(t_{01}=t(n_0,n)\), \(t_{10}=t(n,n_0)\), \(t_{12}=t(n,n_s)\). From inside, the front surface reflects with \(r(n,n_0)=-r_1\), so a round trip contributes \(q=-r_1r_2z\), `roundTrip`. The reflected beams `reflBeam` and transmitted beams `transBeam` are, for \(m\ge0\),
\[ R_0=r_1,\qquad R_{m+1}=t_{01}t_{10}\,r_2z\,q^m,\qquad T_m=t_{01}t_{12}\,e^{-id}q^m . \]

The matrix description carries the tangential fields \((1,n_s)\) at the substrate to the front surface,
\[ \begin{pmatrix}B\\ C\end{pmatrix}=\begin{pmatrix}\cos d & i\sin d/n\\ i n\sin d&\cos d\end{pmatrix}\begin{pmatrix}1\\ n_s\end{pmatrix}, \]
which are `fieldB` and `fieldC`. The incident and reflected fields there are \((n_0B\pm C)/2n_0\), which gives \(r=(n_0B-C)/(n_0B+C)\), `slabR`, and \(t=2n_0/(n_0B+C)\), `slabT`. Both descriptions enter as definitions: the theorems show that they agree, and derive neither from Maxwell's equations.

## What the theorems state

`reflection_series` assumes `0 < (n0 * conj n).re`, `0 < (n * conj ns).re` and `d.im ≤ 0`, and concludes \(n_0B+C\ne0\) together with `HasSum (reflBeam n0 n ns d) (slabR n0 n ns d)`: the series \(\sum_m R_m\) converges to \(r\) in any order of summation. `transmission_series` gives \(\sum_m T_m=t\) under the same three hypotheses. The condition \(\operatorname{Re}(a\bar b)>0\) says that the phases of the two admittances differ by less than \(\pi/2\). For \(n=n'-i\kappa\) and \(n_s=n_s'-i\kappa_s\) it reads \(n'n_s'+\kappa\kappa_s>0\), which holds for positive real parts and non-negative extinction coefficients \(\kappa,\kappa_s\). The condition \(\operatorname{Im}d\le0\) says that the amplitude of a wave does not grow in one passage through the layer, \(|e^{-id}|\le1\).

`reflection_series_lossless` is the opening statement for real positive \(n_0,n,n_s\) and real \(d\). Because Lean assigns the value zero to a quotient by zero and to `∑'` of a divergent series, the theorem states summability of \((-r_1r_2z)^m\) and \(n_0B+C\neq0\) alongside the equation. `truncation_error` gives the exact remainder after the beams \(0,\dots,N\), and `summable_reflBeam_iff` says that for \(t_{01}t_{10}r_2\ne0\) the reflected beams are summable exactly when \(|q|<1\).

The model is one homogeneous layer with plane faces under a coherent monochromatic plane wave. The Airy formulas appear at the level of amplitudes; reflectance, transmittance and energy balance are not treated. An evanescent layer with purely imaginary \(n\) next to real \(n_0\) has \(\operatorname{Re}(n_0\bar n)=0\) and is excluded from `reflection_series`, `transmission_series` and `reflection_series_lossless`. The exclusion comes from the hypotheses and does not signal divergence: for real positive \(n_0,n_s\) and \(\operatorname{Im}d<0\) one has \(|r_1|=|r_2|=1\) and \(|q|<1\), and `truncation_error` and `summable_reflBeam_iff` still apply. For a single particle in one dimension in a piecewise constant potential, with wave numbers in place of admittances and up to the sign convention of the phase, the real case is scattering at an energy above the potential in all three regions; tunnelling is the excluded evanescent case.

## The round-trip factor lies inside the unit disc

Expanding the squares gives \(|a\pm b|^2=|a|^2+|b|^2\pm2\operatorname{Re}(a\bar b)\), so \(\operatorname{Re}(a\bar b)>0\) implies \(|a-b|<|a+b|\). Hence \(a+b\ne0\) and \(|r(a,b)|<1\). In `norm_fresnelR_lt_one` the expansion is `normSq_add` and `normSq_sub`, and `hlt` takes the square root. Since \(|z|=e^{2\operatorname{Im}d}\le1\), it follows that \(|q|=|r_1||r_2||z|<1\) and so \(q\ne1\); this is `norm_roundTrip_lt_one`, where `hre` computes the real part of the exponent. The Stokes relation is obtained from the Fresnel formulas by algebra,
\[ 1-r(a,b)^2=\frac{(a+b)^2-(a-b)^2}{(a+b)^2}=\frac{4ab}{(a+b)^2}=t(a,b)\,t(b,a), \]
and `stokes_relation` clears the denominator and expands. It identifies \(t_{01}t_{10}\) with \(1-r_1^2\).

## The matrix amplitudes in terms of Fresnel amplitudes

Euler's formula gives \(2\cos d\;e^{-id}=1+z\) and \(2i\sin d\;e^{-id}=1-z\). Therefore
\[ 2n\,n_0B\,e^{-id}=n_0n(1+z)+n_0n_s(1-z),\qquad 2n\,C\,e^{-id}=nn_s(1+z)+n^2(1-z). \]
Adding, subtracting and collecting powers of \(z\),
\[ 2n(n_0B+C)e^{-id}=(n_0+n)(n+n_s)+(n_0-n)(n-n_s)z, \]
\[ 2n(n_0B-C)e^{-id}=(n_0-n)(n+n_s)+(n_0+n)(n-n_s)z . \]
`field_factorisation` proves both for \(n\neq0\): `hu` is \(e^{-id}=\cos d-i\sin d\), `hz` is \(z=(e^{-id})^2\), and each identity is a `linear_combination` of `h1`, \(\cos^2d-(i\sin d)^2=1\), and `hB`, which removes the \(1/n\) in \(B\).

Extracting \((n_0+n)(n+n_s)\) turns the right-hand sides into \((n_0+n)(n+n_s)(1-q)\) and \((n_0+n)(n+n_s)(r_1+r_2z)\), which are `hD` and `hN` in `airy_formulas`. The first is nonzero when \(n_0+n\), \(n+n_s\) and \(1-q\) are, so \(n_0B+C\ne0\) (`hD0`). Dividing,
\[ r=\frac{r_1+r_2z}{1-q},\qquad t=\frac{4n_0n\,e^{-id}}{(n_0+n)(n+n_s)(1-q)}=\frac{t_{01}t_{12}\,e^{-id}}{1-q}. \]
Lean cross-multiplies with `div_eq_div_iff` and cancels a nonzero common factor.

## Remainder and geometric sum

Removing the front-surface beam and using \(q=-r_1r_2z\),
\[ r-R_0=\frac{r_1+r_2z-r_1(1+r_1r_2z)}{1-q}=\frac{(1-r_1^2)r_2z}{1-q}=\frac{R_1}{1-q}. \]
If \(r-\sum_{m=0}^{N}R_m=R_{N+1}/(1-q)\), then subtracting \(R_{N+1}\) leaves \(qR_{N+1}/(1-q)=R_{N+2}/(1-q)\). These are the `zero` and `succ` cases of the induction in `truncation_error`, which needs only nonzero \(n\), \(n_0+n\), \(n+n_s\) and \(1-q\), and no bound on \(|q|\).

For \(|q|<1\), \(\sum_m q^m=1/(1-q)\), so \(\sum_m R_{m+1}=R_1/(1-q)=r-R_0\). In `reflection_series`, `hasSum_nat_add_iff'` splits off \(R_0\), `e` is the remainder at \(N=0\), and `hasSum_geometric_of_norm_lt_one` with `mul_left` supplies the sum. The transmitted series is geometric from its first term. For real positive indices \(\operatorname{Re}(n_0\bar n)=n_0n>0\) and \(\operatorname{Re}(n\bar n_s)=nn_s>0\), and `key` compares \(r_1+(1-r_1^2)r_2z/(1-q)\) with the Airy form. For the equivalence, dropping \(R_0\) and dividing by the nonzero factor \(t_{01}t_{10}r_2z\) do not affect summability, and \(\sum_m q^m\) is summable exactly for \(|q|<1\).

## A quarter-wave layer, and formal cases with \(\operatorname{Im}d>0\)

The numbers that follow are arithmetic with the formulas above and are not statements in the Lean file. Take \(n_0=1\), \(n=2\), \(n_s=4\), \(d=\pi/2\). Then \(r_1=r_2=-1/3\), \(z=-1\), \(q=1/9\) and \(t_{01}t_{10}=8/9\). The beams are \(R_0=-1/3\), \(R_1=8/27\), \(R_2=8/243\), and their sum is \(-\tfrac13+\tfrac{8}{27}\cdot\tfrac98=0\). The matrix gives \(B=C=2i\), so \(r=0\) and \(t=2/(4i)=-i/2\), which matches \(T_0/(1-q)=(-4i/9)(9/8)\). After \(N=1\) the remainder is \(0-(-\tfrac13+\tfrac{8}{27})=\tfrac1{27}\), equal to \(R_2/(1-q)\).

Now keep the admittances and give up \(\operatorname{Im}d\le0\). This uses the freedom of `d` in Lean: a non-magnetic layer at normal incidence with real \(n\) has real \(d=2\pi nL/\lambda\), so the following values are formal test cases, not such a physical layer. With \(d=i\ln3\), \(z=9\) and \(q=-1\), so \(R_{m+1}=-\tfrac83(-1)^m\) and the series diverges, in line with `summable_reflBeam_iff`. The matrix amplitude is still finite: \(\cos d=5/3\) and \(\sin d=4i/3\) give \(B=-1\), \(C=4\), \(r=-5/3\). The remainder formula still holds, \(r-R_0=-\tfrac43=R_1/2\), but the remainder does not decrease with \(N\). With \(d=\pi/2+i\ln3\), \(q=1\) and \(n_0B+C=0\), so the other conclusion fails too. For these admittances \(|q|=e^{2\operatorname{Im}d}/9\), so the series converges for every \(\operatorname{Im}d<\ln3\): the hypothesis \(\operatorname{Im}d\le0\) is sufficient, and the sharp condition is \(|q|<1\).
